# For nonpositive hopping, a nonnegative site potential raises no entry of the inverse of a positive definite Hamiltonian

Two orbitals with energies a and b are joined by a hopping matrix element −t, with t ≥ 0. A steady source acts on one of them, and we ask how the amplitudes on both change when the energy of the first orbital is raised by d ≥ 0. Label the orbitals 0 and 1. For a constant unit source on orbital j the amplitudes x solve Hx = eⱼ, where eⱼ is the j-th unit vector, so they form column j of H⁻¹. With matrices written row by row and a semicolon between the rows,

H = (a  −t ; −t  b),  H⁻¹ = (b  t ; t  a) / Δ,  Δ = ab − t².

Assume that both levels of H are positive, so that a, b and Δ are positive. Raising a to a + d gives a matrix K with determinant Δ + db and inverse

K⁻¹ = (b  t ; t  a + d) / (Δ + db).

Subtracting the two inverses entry by entry gives, for all i and j,

(H⁻¹)ᵢⱼ − (K⁻¹)ᵢⱼ = (H⁻¹)ᵢ₀ · d · (K⁻¹)₀ⱼ.

For i = j = 1, for instance, both sides equal d t² / (Δ(Δ + db)). Every factor on the right is nonnegative because t ≥ 0, so no entry of the inverse goes up. With a positive hopping element the off-diagonal entries of both inverses would be negative, and the argument would fail.

## The comparison for any finite number of sites

Let H be a real symmetric positive definite matrix with Hᵢⱼ ≤ 0 for i ≠ j, and let D be diagonal with entries dᵢ ≥ 0. Then for all i and j

0 ≤ ((H + D)⁻¹)ᵢⱼ ≤ (H⁻¹)ᵢⱼ.

We call H⁻¹ the Green function. The usual convention is G(E) = (E − H)⁻¹, which at E = 0 is −H⁻¹, so the sign here is the opposite one. Positive definiteness says that the energy zero lies below every level. For another energy E below the spectrum, H − E takes the place of H, with the same hopping.

**A nonnegative source gives a nonnegative field.** Suppose that every component of Hx is nonnegative. Split x into its negative part m, with mᵢ = max(−xᵢ, 0), and its positive part p = m + x. At each site at least one of the two vanishes, so mᵢpᵢ = 0 and only hopping terms survive in

m·Hp = Σ_{i≠j} mᵢ Hᵢⱼ pⱼ ≤ 0.

Also m·Hx ≥ 0, since both vectors have nonnegative components. As p = m + x,

m·Hm = m·Hp − m·Hx ≤ 0.

Positive definiteness forces m = 0, hence x = p ≥ 0.

**The Green function is nonnegative.** Column j of H⁻¹ solves Hx = eⱼ, where eⱼ is the unit source at site j. The source is nonnegative, so the column is too.

**Positive definiteness carries over.** Let K be symmetric with nonpositive off-diagonal entries and Kᵢⱼ ≥ Hᵢⱼ for all i and j. Write |x| for the vector with components |xᵢ|. For x ≠ 0,

x·Kx ≥ |x|·K|x| ≥ |x|·H|x| > 0.

The first step uses xᵢxⱼ ≤ |xᵢ||xⱼ| and Kᵢⱼ ≤ 0 off the diagonal, with equality on it. The second uses K ≥ H entrywise.

**The two inverses are compared.** Multiplying out gives

H⁻¹(K − H)K⁻¹ = H⁻¹KK⁻¹ − H⁻¹HK⁻¹ = H⁻¹ − K⁻¹.

All three factors on the left have nonnegative entries, so K⁻¹ ≤ H⁻¹ entrywise. The choice K = H + D gives the claim. In that case the diagonal entry at i reads

(H⁻¹)ᵢᵢ − (K⁻¹)ᵢᵢ = Σₖ (H⁻¹)ᵢₖ dₖ (K⁻¹)ₖᵢ.

If dᵢ > 0, the term k = i is strictly positive, because the inverse of a positive definite matrix has a positive diagonal. The local Green function at i then drops strictly.

For a finite, non-interacting tight-binding model with hopping of this sign, a repulsive barrier on any site therefore cannot strengthen the propagation between any two sites at an energy below the spectrum. The step from an actual molecule or solid to such a model, with one-electron states expanded in finitely many orthonormal orbitals, is a physical approximation that the hypotheses take as already made.

## Sites, matrices and the sign of the hopping in Lean

The sites form an arbitrary finite type `n`, with no lattice or dimension attached.

```lean
import Mathlib

open Matrix

namespace GreenFunctionComparison

variable {n : Type*} [Fintype n] [DecidableEq n]
```

The sign condition is a definition of its own. It restricts only entries between distinct sites and leaves the site energies free.

```lean
/-- The hopping amplitudes, that is the off-diagonal entries of `H`, are all nonpositive. -/
def NonposHopping (H : Matrix n n ℝ) : Prop :=
  ∀ i j, i ≠ j → H i j ≤ 0
```

## The minimum principle and the nonnegative Green function

In the next theorem `H.PosDef` contains both symmetry and positivity of the quadratic form. `H *ᵥ x` is the matrix acting on a vector, and `⬝ᵥ` is the dot product.

```lean
omit [DecidableEq n] in
/-- Minimum principle: for a positive definite `H` with nonpositive hopping, a nonnegative
source `H x` can only come from a nonnegative field `x`. -/
theorem minimum_principle {H : Matrix n n ℝ} (hH : H.PosDef) (hop : NonposHopping H)
    {x : n → ℝ} (hx : ∀ i, 0 ≤ (H *ᵥ x) i) (i : n) : 0 ≤ x i := by
  -- `m` is the negative part of the field, `m + x` its positive part
  obtain ⟨m, hm⟩ : ∃ m : n → ℝ, ∀ i, m i = max (-x i) 0 := ⟨_, fun _ => rfl⟩
  have hm0 : ∀ i, 0 ≤ m i := fun i => by rw [hm]; exact le_max_right _ _
  have hp : ∀ i, 0 ≤ m i + x i := fun i => by
    have h := le_max_left (-x i) 0
    rw [← hm] at h
    linarith
  have hz : ∀ i, m i * (m i + x i) = 0 := fun i => by
    rcases le_total (x i) 0 with h | h
    · rw [hm, max_eq_left (by linarith)]
      ring
    · rw [hm, max_eq_right (by linarith)]
      ring
  -- the two parts are coupled only by hopping, so their mutual energy is nonpositive
  have h1 : m ⬝ᵥ (H *ᵥ (m + x)) ≤ 0 := by
    simp only [dotProduct, Matrix.mulVec, Pi.add_apply]
    refine Finset.sum_nonpos fun i _ => ?_
    rw [Finset.mul_sum]
    refine Finset.sum_nonpos fun j _ => ?_
    by_cases hij : i = j
    · subst hij
      have h : m i * (H i i * (m i + x i)) = 0 := by
        linear_combination H i i * hz i
      exact h.le
    · exact mul_nonpos_of_nonneg_of_nonpos (hm0 i)
        (mul_nonpos_of_nonpos_of_nonneg (hop i j hij) (hp j))
  have h2 : 0 ≤ m ⬝ᵥ (H *ᵥ x) :=
    Finset.sum_nonneg fun i _ => mul_nonneg (hm0 i) (hx i)
  rw [Matrix.mulVec_add, dotProduct_add] at h1
  have hmz : m = 0 := by
    by_contra h
    have h3 := hH.dotProduct_mulVec_pos h
    rw [star_trivial] at h3
    linarith
  have h4 := hp i
  rw [hmz] at h4
  simpa using h4
```

The facts `hm0`, `hp` and `hz` say that m and m + x are nonnegative and have product zero at each site. Then `h1` is the inequality m·Hp ≤ 0, proved term by term with the diagonal and hopping terms treated separately, and `h2` is m·Hx ≥ 0. If m were nonzero, positive definiteness would give m·Hm > 0, and `linarith` finds the contradiction.

The theorem is now applied to a column of the inverse. A positive definite matrix has positive determinant, so `H⁻¹` is the true inverse.

```lean
/-- The Green function of a positive definite Hamiltonian with nonpositive hopping is
nonnegative between any two sites. -/
theorem green_nonneg {H : Matrix n n ℝ} (hH : H.PosDef) (hop : NonposHopping H) (i j : n) :
    0 ≤ H⁻¹ i j := by
  have hu : IsUnit H.det := isUnit_iff_ne_zero.mpr hH.det_pos.ne'
  -- column `j` of the Green function is the response to a unit source at `j`
  refine minimum_principle hH hop (x := fun k => H⁻¹ k j) (fun k => ?_) i
  have h : (H *ᵥ fun k => H⁻¹ k j) k = (H * H⁻¹) k j := by
    rw [Matrix.mul_apply]
    rfl
  rw [h, Matrix.mul_nonsing_inv _ hu, Matrix.one_apply]
  split_ifs <;> norm_num
```

The source `H *ᵥ x` is rewritten as column `j` of `H * H⁻¹`, the identity matrix. Its entries are one or zero; `split_ifs` separates the two cases and `norm_num` checks each.

## From one Hamiltonian to a larger one

The hypothesis `hle` compares the matrices entry by entry, which is a different order from comparing them as quadratic forms. For real matrices `IsHermitian` means symmetric.

```lean
omit [DecidableEq n] in
/-- If `H` is positive definite and the symmetric matrix `K` has nonpositive hopping and
dominates `H` entry by entry, then `K` is positive definite. -/
theorem posDef_of_entrywise_le {H K : Matrix n n ℝ} (hH : H.PosDef) (hK : K.IsHermitian)
    (hop : NonposHopping K) (hle : ∀ i j, H i j ≤ K i j) : K.PosDef := by
  rw [Matrix.posDef_iff_dotProduct_mulVec]
  refine ⟨hK, fun x hx => ?_⟩
  have hne : (fun i => |x i|) ≠ 0 := fun h =>
    hx (funext fun i => abs_eq_zero.mp (congrFun h i))
  have hpos := hH.dotProduct_mulVec_pos hne
  rw [star_trivial] at hpos ⊢
  refine lt_of_lt_of_le hpos ?_
  -- compare the energy of `|x|` in `H` with that of `x` in `K`, term by term
  simp only [dotProduct, Matrix.mulVec, Finset.mul_sum]
  refine Finset.sum_le_sum fun i _ => Finset.sum_le_sum fun j _ => ?_
  have h1 : H i j * (|x i| * |x j|) ≤ K i j * (|x i| * |x j|) :=
    mul_le_mul_of_nonneg_right (hle i j) (by positivity)
  have h2 : K i j * (|x i| * |x j|) ≤ K i j * (x i * x j) := by
    by_cases hij : i = j
    · subst hij
      rw [abs_mul_abs_self]
    · refine mul_le_mul_of_nonpos_left ?_ (hop i j hij)
      rw [← abs_mul]
      exact le_abs_self _
  linarith
```

The double sums for |x|·H|x| and x·Kx are compared term by term. Here `h1` replaces H by K, and `h2` replaces the absolute values by the components themselves.

The resolvent identity needs only that both matrices are invertible, without symmetry or signs.

```lean
/-- Resolvent identity for two invertible Hamiltonians. -/
theorem resolvent_identity {H K : Matrix n n ℝ} (hH : IsUnit H.det) (hK : IsUnit K.det) :
    H⁻¹ - K⁻¹ = H⁻¹ * (K - H) * K⁻¹ := by
  rw [Matrix.mul_sub, Matrix.sub_mul, Matrix.mul_assoc, Matrix.mul_nonsing_inv _ hK,
    Matrix.nonsing_inv_mul _ hH, Matrix.mul_one, Matrix.one_mul]
```

These results combine into the general comparison. "Antitone" means order-reversing: a larger Hamiltonian has a smaller Green function, both in the entrywise sense.

```lean
/-- Let `H` be positive definite and let the symmetric matrix `K` have nonpositive hopping and
dominate `H` entry by entry. Then each entry of the Green function of `K` lies between zero and the
same entry for `H`. -/
theorem green_antitone {H K : Matrix n n ℝ} (hH : H.PosDef) (hK : K.IsHermitian)
    (hop : NonposHopping K) (hle : ∀ i j, H i j ≤ K i j) (i j : n) :
    0 ≤ K⁻¹ i j ∧ K⁻¹ i j ≤ H⁻¹ i j := by
  have hKp := posDef_of_entrywise_le hH hK hop hle
  have hopH : NonposHopping H := fun a b hab => (hle a b).trans (hop a b hab)
  refine ⟨green_nonneg hKp hop i j, ?_⟩
  have h := congrFun (congrFun (resolvent_identity
    (isUnit_iff_ne_zero.mpr hH.det_pos.ne') (isUnit_iff_ne_zero.mpr hKp.det_pos.ne')) i) j
  -- all three factors of the resolvent identity have nonnegative entries
  have h0 : 0 ≤ (H⁻¹ * (K - H) * K⁻¹) i j := by
    rw [Matrix.mul_apply]
    refine Finset.sum_nonneg fun k _ => mul_nonneg ?_ (green_nonneg hKp hop k j)
    rw [Matrix.mul_apply]
    exact Finset.sum_nonneg fun l _ =>
      mul_nonneg (green_nonneg hH hopH i l) (sub_nonneg.mpr (hle l k))
  rw [← h, Matrix.sub_apply] at h0
  linarith
```

The sign condition is assumed for `K` alone, since off the diagonal Hᵢⱼ ≤ Kᵢⱼ ≤ 0 gives it for `H`. The fact `h0` says that the triple product has nonnegative entries, and the resolvent identity turns this into the upper bound. The theorem allows site energies to rise and hopping elements to shrink in magnitude at the same time.

## The site potential

The potential is a function `d` on the sites, and `diagonal d` is the matrix D.

```lean
/-- Green function comparison: adding a nonnegative site potential `d` to a positive definite
Hamiltonian with nonpositive hopping raises no entry of the Green function, and keeps every entry
nonnegative. -/
theorem green_comparison {H : Matrix n n ℝ} (hH : H.PosDef) (hop : NonposHopping H)
    {d : n → ℝ} (hd : ∀ i, 0 ≤ d i) (i j : n) :
    0 ≤ (H + diagonal d)⁻¹ i j ∧ (H + diagonal d)⁻¹ i j ≤ H⁻¹ i j := by
  refine green_antitone hH (hH.isHermitian.add (Matrix.isHermitian_diagonal d)) ?_ ?_ i j
  · intro a b hab
    rw [Matrix.add_apply, Matrix.diagonal_apply_ne _ hab, add_zero]
    exact hop a b hab
  · intro a b
    rw [Matrix.add_apply, Matrix.diagonal_apply]
    split_ifs
    · linarith [hd a]
    · linarith
```

The two remaining goals check that H + D has the same hopping as H and dominates it entrywise. The upper bound is not always strict: between two sites that no chain of nonzero hopping elements connects, the Green function is zero before and after.

The strict statement concerns the diagonal entry at a site where the potential is positive.

```lean
/-- For a positive definite Hamiltonian with nonpositive hopping, a nonnegative site potential
that is strictly positive at site `i` strictly lowers the local Green function at `i`. -/
theorem local_green_strict {H : Matrix n n ℝ} (hH : H.PosDef) (hop : NonposHopping H)
    {d : n → ℝ} (hd : ∀ i, 0 ≤ d i) {i : n} (hi : 0 < d i) :
    (H + diagonal d)⁻¹ i i < H⁻¹ i i := by
  have hK : (H + diagonal d).PosDef :=
    hH.add_posSemidef (Matrix.PosSemidef.diagonal hd)
  have h := congrFun (congrFun (resolvent_identity
    (isUnit_iff_ne_zero.mpr hH.det_pos.ne') (isUnit_iff_ne_zero.mpr hK.det_pos.ne')) i) i
  rw [add_sub_cancel_left, Matrix.sub_apply, Matrix.mul_apply] at h
  simp only [Matrix.mul_diagonal] at h
  -- the term that visits site `i` itself is strictly positive
  have h0 : 0 < ∑ k, H⁻¹ i k * d k * (H + diagonal d)⁻¹ k i :=
    Finset.sum_pos'
      (fun k _ => mul_nonneg (mul_nonneg (green_nonneg hH hop i k) (hd k))
        (green_comparison hH hop hd k i).1)
      ⟨i, Finset.mem_univ i, mul_pos (mul_pos hH.inv.diag_pos hi) hK.inv.diag_pos⟩
  linarith
```

After the resolvent identity is written out as a sum over sites `k`, `Finset.sum_pos'` needs two things: all terms are nonnegative, and the term at `i` is positive. The second comes from `diag_pos` for the two inverses.

## Two sites with positive hopping

The last theorem takes the matrix (2  1 ; 1  2), whose hopping element is +1, and adds a unit potential on site 0. The inverses before and after are

(2/3  −1/3 ; −1/3  2/3)  and  (2/5  −1/5 ; −1/5  3/5).

The off-diagonal entry is negative from the start, so the lower bound already fails for d = 0. It then rises from −1/3 to −1/5, so the upper bound fails too. Positive definiteness of H and a nonnegative potential are thus not enough for either bound. In magnitude, however, the entry falls from 1/3 to 1/5, so the barrier does not strengthen the propagation here. Reversing the sign of one orbital would turn the hopping element into −1. On three sites with all site energies equal to 2 and all hopping elements equal to +1, no such change of signs makes every hopping element nonpositive. A unit potential on one site then takes the entry between the other two from −1/4 to −2/7, which is larger in magnitude.

```lean
/-- A positive definite two-site Hamiltonian with positive hopping: its Green function between
the sites is negative, and a unit potential on the first site raises it. -/
theorem positive_hopping_counterexample :
    (!![2, 1; 1, 2] : Matrix (Fin 2) (Fin 2) ℝ).PosDef ∧
    (!![2, 1; 1, 2] : Matrix (Fin 2) (Fin 2) ℝ)⁻¹ 0 1 < 0 ∧
    (!![2, 1; 1, 2] : Matrix (Fin 2) (Fin 2) ℝ)⁻¹ 0 1 <
      (!![2, 1; 1, 2] + diagonal ![1, 0] : Matrix (Fin 2) (Fin 2) ℝ)⁻¹ 0 1 := by
  have h1 : (!![2, 1; 1, 2] : Matrix (Fin 2) (Fin 2) ℝ)⁻¹ =
      !![2/3, -1/3; -1/3, 2/3] := by
    apply Matrix.inv_eq_right_inv
    ext i j
    fin_cases i <;> fin_cases j <;> norm_num [Matrix.mul_apply, Fin.sum_univ_succ]
  have h2 : (!![2, 1; 1, 2] + diagonal ![1, 0] : Matrix (Fin 2) (Fin 2) ℝ)⁻¹ =
      !![2/5, -1/5; -1/5, 3/5] := by
    apply Matrix.inv_eq_right_inv
    ext i j
    fin_cases i <;> fin_cases j <;>
      norm_num [Matrix.mul_apply, Fin.sum_univ_succ, Matrix.diagonal_apply]
  refine ⟨?_, by rw [h1]; norm_num, by rw [h1, h2]; norm_num⟩
  rw [Matrix.posDef_iff_dotProduct_mulVec]
  refine ⟨by ext i j; fin_cases i <;> fin_cases j <;> simp, fun x hx => ?_⟩
  have hpos : 0 < x 0 ^ 2 + x 1 ^ 2 := by
    by_contra h
    have h0 : x 0 = 0 := (pow_eq_zero_iff two_ne_zero).mp
      (by linarith [sq_nonneg (x 0), sq_nonneg (x 1)])
    have h1 : x 1 = 0 := (pow_eq_zero_iff two_ne_zero).mp
      (by linarith [sq_nonneg (x 0), sq_nonneg (x 1)])
    exact hx (funext fun i => by fin_cases i <;> assumption)
  -- the energy is a sum of squares
  have he : star x ⬝ᵥ ((!![2, 1; 1, 2] : Matrix (Fin 2) (Fin 2) ℝ) *ᵥ x) =
      x 0 ^ 2 + x 1 ^ 2 + (x 0 + x 1) ^ 2 := by
    rw [star_trivial]
    simp only [dotProduct, Matrix.mulVec, Fin.sum_univ_two, Matrix.of_apply,
      Matrix.cons_val_zero, Matrix.cons_val_one]
    ring
  rw [he]
  positivity

end GreenFunctionComparison
```

Each inverse is confirmed by multiplying it with the original matrix. Positive definiteness follows from writing the energy as a sum of squares,

x·Hx = x₀² + x₁² + (x₀ + x₁)²,

which is positive unless both components vanish.

```lean
#print axioms GreenFunctionComparison.local_green_strict
#print axioms GreenFunctionComparison.positive_hopping_counterexample
```

```
'GreenFunctionComparison.local_green_strict' depends on axioms: [propext, Classical.choice, Quot.sound]
'GreenFunctionComparison.positive_hopping_counterexample' depends on axioms: [propext, Classical.choice, Quot.sound]
```
